# The integral over s > 0 of a polynomial with powers four to seven against the weight 64 exp(−4s)

The declaration evaluates the integral over s > 0 of 64 exp(−4s) (a s⁴ + b s⁵ + c s⁶ + d s⁷), for any real a, b, c and d, as 3a/2 + 15b/8 + 45c/16 + 315d/64. The docstring reads s as a sum r1 + r2, but the statement has only the single real variable s. The weight is not normalised in s: by itself it integrates to 16. The attempt first gets the moments ∫ sⁿ exp(−4s) ds = n!/4ⁿ⁺¹ over s > 0 from the Gamma function. Mathlib gives the integral of a non-integrable function the value zero, so these non-zero moments show that each sⁿ exp(−4s) is integrable. The proof then splits the integral into four with `integral_add` and puts in the moments.

The first attempt, which Lean rejects:

```lean
import Mathlib

open MeasureTheory Matrix

namespace RadialIntegral

noncomputable section

/-- The remaining integral over `s = r1 + r2`, for a polynomial with powers four to seven
against the density `64 exp(-4 s)`. -/
theorem radial_integral (a b c d : ℝ) :
    ∫ s in Set.Ioi (0 : ℝ), 64 * Real.exp (-4 * s) *
      (a * s ^ 4 + b * s ^ 5 + c * s ^ 6 + d * s ^ 7) =
    3 / 2 * a + 15 / 8 * b + 45 / 16 * c + 315 / 64 * d := by
  -- the moments are values of the Gamma function
  have m : ∀ n : ℕ, ∫ s in Set.Ioi (0 : ℝ), s ^ n * Real.exp (-4 * s)
      = (n.factorial : ℝ) / 4 ^ (n + 1) := by
    intro n
    have h := Real.integral_rpow_mul_exp_neg_mul_Ioi (a := (n : ℝ) + 1) (r := 4)
      (by positivity) (by norm_num)
    have e : (1 / 4 : ℝ) ^ ((n : ℝ) + 1) = (1 / 4) ^ (n + 1) := by
      rw [← Real.rpow_natCast, Nat.cast_add, Nat.cast_one]
    rw [Real.Gamma_nat_eq_factorial, e] at h
    simp only [add_sub_cancel_right, Real.rpow_natCast] at h
    simp only [neg_mul]
    rw [h, one_div_pow]
    ring
  -- a non-zero integral belongs to an integrable function
  have i : ∀ (n : ℕ) (k : ℝ), Integrable (fun s : ℝ => k * (s ^ n * Real.exp (-4 * s)))
      (volume.restrict (Set.Ioi 0)) := by
    intro n k
    refine Integrable.const_mul ?_ k
    by_contra h
    have h0 := (m n).symm.trans (integral_undef h)
    have h1 : (0 : ℝ) < (n.factorial : ℝ) / 4 ^ (n + 1) := by positivity
    exact h1.ne' h0
  have e : ∀ s : ℝ, 64 * Real.exp (-4 * s) * (a * s ^ 4 + b * s ^ 5 + c * s ^ 6 + d * s ^ 7)
      = 64 * a * (s ^ 4 * Real.exp (-4 * s)) + 64 * b * (s ^ 5 * Real.exp (-4 * s))
        + 64 * c * (s ^ 6 * Real.exp (-4 * s)) + 64 * d * (s ^ 7 * Real.exp (-4 * s)) := by
    intro s
    ring
  simp only [e]
  rw [integral_add (((i 4 (64 * a)).add (i 5 (64 * b))).add (i 6 (64 * c)) :
      Integrable (fun s : ℝ => 64 * a * (s ^ 4 * Real.exp (-4 * s))
        + 64 * b * (s ^ 5 * Real.exp (-4 * s)) + 64 * c * (s ^ 6 * Real.exp (-4 * s))) _)
      (i 7 (64 * d)),
    integral_add ((i 4 (64 * a)).add (i 5 (64 * b)) :
      Integrable (fun s : ℝ => 64 * a * (s ^ 4 * Real.exp (-4 * s))
        + 64 * b * (s ^ 5 * Real.exp (-4 * s))) _) (i 6 (64 * c)),
    integral_add (i 4 (64 * a)) (i 5 (64 * b))]
  simp only [integral_const_mul, m]
  norm_num [Nat.factorial]
  ring

end

end RadialIntegral
```

The error:

```
Main.lean:26:11: error: Ambiguous term
  one_div_pow
Possible interpretations:
  _root_.one_div_pow : ∀ (a : ?m.356) (n : ℕ), (1 / a) ^ n = 1 / a ^ n
  
  Matrix.one_div_pow : ∀ (n : ℕ), (1 / ?m.361) ^ n = 1 / ?m.361 ^ n
Main.lean:43:6: error: Tactic `rewrite` failed: Did not find an occurrence of the pattern
  ∫ (a_1 : ℝ) in Set.Ioi 0,
    (((fun s => 64 * a * (s ^ 4 * Real.exp (-4 * s))) + fun s => 64 * b * (s ^ 5 * Real.exp (-4 * s))) + fun s =>
          64 * c * (s ^ 6 * Real.exp (-4 * s)))
        a_1 +
      64 * d * (a_1 ^ 7 * Real.exp (-4 * a_1))
in the target expression
  ∫ (s : ℝ) in Set.Ioi 0,
      64 * a * (s ^ 4 * Real.exp (-4 * s)) + 64 * b * (s ^ 5 * Real.exp (-4 * s)) +
          64 * c * (s ^ 6 * Real.exp (-4 * s)) +
        64 * d * (s ^ 7 * Real.exp (-4 * s)) =
    3 / 2 * a + 15 / 8 * b + 45 / 16 * c + 315 / 64 * d

a b c d : ℝ
m : ∀ (n : ℕ), ∫ (s : ℝ) in Set.Ioi 0, s ^ n * Real.exp (-4 * s) = ↑n.factorial / 4 ^ (n + 1)
i : ∀ (n : ℕ) (k : ℝ), Integrable (fun s => k * (s ^ n * Real.exp (-4 * s))) (volume.restrict (Set.Ioi 0))
e :
  ∀ (s : ℝ),
    64 * Real.exp (-4 * s) * (a * s ^ 4 + b * s ^ 5 + c * s ^ 6 + d * s ^ 7) =
      64 * a * (s ^ 4 * Real.exp (-4 * s)) + 64 * b * (s ^ 5 * Real.exp (-4 * s)) +
          64 * c * (s ^ 6 * Real.exp (-4 * s)) +
        64 * d * (s ^ 7 * Real.exp (-4 * s))
⊢ ∫ (s : ℝ) in Set.Ioi 0,
      64 * a * (s ^ 4 * Real.exp (-4 * s)) + 64 * b * (s ^ 5 * Real.exp (-4 * s)) +
          64 * c * (s ^ 6 * Real.exp (-4 * s)) +
        64 * d * (s ^ 7 * Real.exp (-4 * s)) =
    3 / 2 * a + 15 / 8 * b + 45 / 16 * c + 315 / 64 * d
```

Cause. The first message is about a name. The file has `open Matrix`, so `one_div_pow` can mean either the general lemma or `Matrix.one_div_pow`. Both readings elaborate as a term for `rw`, so Lean reports an ambiguity. Writing `_root_.one_div_pow` selects the general one, which is the one needed for real numbers.

The second message is about the form of a sum. The proof that the first three terms are integrable is built with `.add`, whose type has a sum of functions, `f + g`. The ascription `(… : Integrable (fun s => …) _)` checks that this agrees by definition with the written-out form, but does not make it the term's type. `integral_add` therefore looks for a sum of functions applied to `a_1`, while the goal has the sum written out term by term, and `rw` does not unfold one into the other to find a match.

The repair states `i₂` and `i₃` with `have`, which fixes their types in the written-out form, so the patterns match the goal. `i₂` also replaces the similar ascription in the second `integral_add`. The changed comment has no effect on compilation. It now gives the moments as n!/4ⁿ⁺¹, where the old wording left out the power of 4 that divides the Gamma function's value.

The change, after which it compiles:

```diff
@@ -13,5 +13,5 @@
       (a * s ^ 4 + b * s ^ 5 + c * s ^ 6 + d * s ^ 7) =
     3 / 2 * a + 15 / 8 * b + 45 / 16 * c + 315 / 64 * d := by
-  -- the moments are values of the Gamma function
+  -- the Gamma function gives the moments `n! / 4 ^ (n + 1)`
   have m : ∀ n : ℕ, ∫ s in Set.Ioi (0 : ℝ), s ^ n * Real.exp (-4 * s)
       = (n.factorial : ℝ) / 4 ^ (n + 1) := by
@@ -24,5 +24,5 @@
     simp only [add_sub_cancel_right, Real.rpow_natCast] at h
     simp only [neg_mul]
-    rw [h, one_div_pow]
+    rw [h, _root_.one_div_pow]
     ring
   -- a non-zero integral belongs to an integrable function
@@ -41,11 +41,11 @@
     ring
   simp only [e]
-  rw [integral_add (((i 4 (64 * a)).add (i 5 (64 * b))).add (i 6 (64 * c)) :
-      Integrable (fun s : ℝ => 64 * a * (s ^ 4 * Real.exp (-4 * s))
-        + 64 * b * (s ^ 5 * Real.exp (-4 * s)) + 64 * c * (s ^ 6 * Real.exp (-4 * s))) _)
-      (i 7 (64 * d)),
-    integral_add ((i 4 (64 * a)).add (i 5 (64 * b)) :
-      Integrable (fun s : ℝ => 64 * a * (s ^ 4 * Real.exp (-4 * s))
-        + 64 * b * (s ^ 5 * Real.exp (-4 * s))) _) (i 6 (64 * c)),
+  have i₂ : Integrable (fun s : ℝ => 64 * a * (s ^ 4 * Real.exp (-4 * s))
+      + 64 * b * (s ^ 5 * Real.exp (-4 * s))) (volume.restrict (Set.Ioi 0)) :=
+    (i 4 (64 * a)).add (i 5 (64 * b))
+  have i₃ : Integrable (fun s : ℝ => 64 * a * (s ^ 4 * Real.exp (-4 * s))
+      + 64 * b * (s ^ 5 * Real.exp (-4 * s)) + 64 * c * (s ^ 6 * Real.exp (-4 * s)))
+      (volume.restrict (Set.Ioi 0)) := i₂.add (i 6 (64 * c))
+  rw [integral_add i₃ (i 7 (64 * d)), integral_add i₂ (i 6 (64 * c)),
     integral_add (i 4 (64 * a)) (i 5 (64 * b))]
   simp only [integral_const_mul, m]
```
